# Third-order Rayleigh–Schrödinger energy from a first-order state orthogonal to ψ0

## The energy runs ahead of the state

Let H0 and V be Hermitian, and let states ψ0, …, ψ3 and real numbers E0, …, E3 satisfy the Rayleigh–Schrödinger equations through third order. If ψ0 is a unit vector and ⟨ψ0, ψ1⟩ = 0, then

E3 = W(ψ1), where W(φ) = ⟨φ, (V − E1)φ⟩

Neither ψ2 nor ψ3 appears in the value. This is the case n = 1 of the 2n+1 rule, under which state corrections through order n fix the energy through order 2n+1; higher n is not treated.

The equations are the coefficients of s⁰, …, s³ in (H0 + sV)ψ(s) = E(s)ψ(s), with coupling strength s, ψ(s) = Σ sⁿψn and E(s) = Σ sⁿEn:

(0) H0ψ0 = E0ψ0
(1) H0ψ1 + Vψ0 = E0ψ1 + E1ψ0
(2) H0ψ2 + Vψ1 = E0ψ2 + E1ψ1 + E2ψ0
(3) H0ψ3 + Vψ2 = E0ψ3 + E1ψ2 + E2ψ1 + E3ψ0

Multiplying ψ(s) by a factor 1 + as + … shifts ψ1 by aψ0. The condition ⟨ψ0, ψ1⟩ = 0 is intermediate normalisation at first order and removes that freedom.

## Eliminating ψ3 and ψ2

By (0) and hermiticity, ⟨ψ0, H0x⟩ = E0⟨ψ0, x⟩ for every x. Projecting (1) on a unit ψ0 gives E1 = ⟨ψ0, Vψ0⟩. Projecting (3) on ψ0 removes ψ3:

(A) ⟨ψ0, Vψ2⟩ = E1⟨ψ0, ψ2⟩ + E2⟨ψ0, ψ1⟩ + E3⟨ψ0, ψ0⟩

Put (1) in the bra against ψ2 and move H0 and V onto the ket; the real energies survive conjugation:

(B) ⟨ψ1, H0ψ2⟩ + ⟨ψ0, Vψ2⟩ = E0⟨ψ1, ψ2⟩ + E1⟨ψ0, ψ2⟩

Project (2) on ψ1:

(C) ⟨ψ1, H0ψ2⟩ + ⟨ψ1, Vψ1⟩ = E0⟨ψ1, ψ2⟩ + E1⟨ψ1, ψ1⟩ + E2⟨ψ1, ψ0⟩

Subtracting (C) from (B) gives

⟨ψ0, Vψ2⟩ − E1⟨ψ0, ψ2⟩ = W(ψ1) − E2⟨ψ1, ψ0⟩

Inserting this into (A), with ⟨ψ1, ψ0⟩ + ⟨ψ0, ψ1⟩ = 2 Re⟨ψ0, ψ1⟩, yields without any normalisation

E3⟨ψ0, ψ0⟩ = W(ψ1) − 2E2 Re⟨ψ0, ψ1⟩

For unit ψ0, E3 = W(ψ1) therefore holds exactly when E2 = 0 or Re⟨ψ0, ψ1⟩ = 0. Under orthogonality, substituting E1,

E3 = ⟨ψ1, Vψ1⟩ − ⟨ψ0, Vψ0⟩⟨ψ1, ψ1⟩

## Sum over states for a nondegenerate level

Take a finite orthonormal basis b_k with H0b_k = ε_k b_k, a reference index o with ε_k ≠ ε_o for k ≠ o, and ψ0 = b_o, E0 = ε_o. Write V_km = ⟨b_k, Vb_m⟩. Projecting (1) on b_k with k ≠ o gives ε_k⟨b_k, ψ1⟩ + V_ko = ε_o⟨b_k, ψ1⟩, and orthogonality removes the o component:

ψ1 = Σ_{k≠o} c_k b_k, c_k = V_ko/(ε_o − ε_k)

The conjugate of c_k is V_ok/(ε_o − ε_k), so

E3 = Σ_{k,m≠o} V_ok V_km V_mo/((ε_o − ε_k)(ε_o − ε_m)) − V_oo Σ_{k≠o} V_ok V_ko/(ε_o − ε_k)²

With a single basis state both sums are empty and E3 = 0.

## Evaluating E3 in a program

With the matrix V in the eigenbasis of H0, one fills the vector c, sets c_o = 0, and needs one matrix–vector product:

E3 = c†(Vc) − V_oo c†c

In electronic structure, let H0 be the sum of the one-electron Fock operators, V the electronic Hamiltonian minus H0, and b the determinants built from a finite set of canonical Hartree–Fock orbitals, with b_o the Hartree–Fock determinant. If its level of H0 is nondegenerate, E3 is the third-order Møller–Plesset energy; that identification is not among the theorems below.

## What the Lean objects stand for

`X` is any complex inner product space, and `⟪φ, x⟫_ℂ` is conjugate-linear in the first slot, like a Dirac bra. `H0` and `V` are linear maps defined on all of `X`, so operator domains are not modelled; `IsSymmetric` means ⟨Ax, y⟩ = ⟨x, Ay⟩ for the map A and all x, y. `RSThroughThird` collects (0)–(3), and `shiftedForm V E1 φ` is W(φ). The type `ℝ` makes the energies real by assumption.

`third_order_energy` reads: given both symmetries, the four equations, `‖ψ0‖ = 1` and `⟪ψ0, ψ1⟫_ℂ = 0`, the number `E3`, cast to ℂ, equals W(ψ1). It needs neither finite dimension nor nondegeneracy. It does assume that ψ2 and ψ3 solving (2) and (3) exist, and it says nothing about convergence in s. In the sum-over-states theorems the basis `b` is finite, `hε` is nondegeneracy of level `o` only, and `univ.erase o` is the range k ≠ o.

```lean
import Mathlib

open scoped InnerProductSpace
open Finset

namespace ThirdOrderEnergy

noncomputable section

variable {X : Type*} [NormedAddCommGroup X] [InnerProductSpace ℂ X]

/-- The Rayleigh-Schroedinger equations of orders 0 to 3: the coefficients of `s^0, ..., s^3`
in `(H0 + s V) ψ(s) = E(s) ψ(s)`, with real energy coefficients. -/
structure RSThroughThird (H0 V : X →ₗ[ℂ] X) (E0 E1 E2 E3 : ℝ) (ψ0 ψ1 ψ2 ψ3 : X) : Prop where
  order0 : H0 ψ0 = (E0 : ℂ) • ψ0
  order1 : H0 ψ1 + V ψ0 = (E0 : ℂ) • ψ1 + (E1 : ℂ) • ψ0
  order2 : H0 ψ2 + V ψ1 = (E0 : ℂ) • ψ2 + (E1 : ℂ) • ψ1 + (E2 : ℂ) • ψ0
  order3 : H0 ψ3 + V ψ2 = (E0 : ℂ) • ψ3 + (E1 : ℂ) • ψ2 + (E2 : ℂ) • ψ1 + (E3 : ℂ) • ψ0

/-- The quadratic form `⟨φ, (V - E1) φ⟩` of the shifted perturbation. -/
def shiftedForm (V : X →ₗ[ℂ] X) (E1 : ℝ) (φ : X) : ℂ := ⟪φ, V φ - (E1 : ℂ) • φ⟫_ℂ

variable {H0 V : X →ₗ[ℂ] X} {E0 E1 E2 E3 : ℝ} {ψ0 ψ1 ψ2 ψ3 : X}

/-- If `H0` is Hermitian and `H0 φ = ε φ` with real `ε`, then `⟨φ, H0 x⟩ = ε ⟨φ, x⟩`. -/
theorem inner_eigen (hH : H0.IsSymmetric) {φ : X} {ε : ℝ} (hφ : H0 φ = (ε : ℂ) • φ) (x : X) :
    ⟪φ, H0 x⟫_ℂ = ε * ⟪φ, x⟫_ℂ := by
  rw [← hH φ x, hφ, inner_smul_left, Complex.conj_ofReal]

/-- For unit `ψ0` the first-order energy is `E1 = ⟨ψ0, V ψ0⟩`. -/
theorem first_order_energy (hH : H0.IsSymmetric)
    (h : RSThroughThird H0 V E0 E1 E2 E3 ψ0 ψ1 ψ2 ψ3) (hn : ‖ψ0‖ = 1) :
    (E1 : ℂ) = ⟪ψ0, V ψ0⟫_ℂ := by
  have h00 : ⟪ψ0, ψ0⟫_ℂ = 1 := by rw [inner_self_eq_norm_sq_to_K, hn]; simp
  have h1 := congrArg (fun x => ⟪ψ0, x⟫_ℂ) h.order1
  simp only [inner_add_right, inner_smul_right] at h1
  rw [inner_eigen hH h.order0, h00] at h1
  linear_combination -h1

/-- With no normalisation condition,
`E3 ⟨ψ0, ψ0⟩ = ⟨ψ1, (V - E1) ψ1⟩ - 2 E2 Re ⟨ψ0, ψ1⟩`. -/
theorem third_order_general (hH : H0.IsSymmetric) (hV : V.IsSymmetric)
    (h : RSThroughThird H0 V E0 E1 E2 E3 ψ0 ψ1 ψ2 ψ3) :
    (E3 : ℂ) * ⟪ψ0, ψ0⟫_ℂ = shiftedForm V E1 ψ1 - 2 * E2 * ((⟪ψ0, ψ1⟫_ℂ).re : ℂ) := by
  -- order 3 projected on ψ0: ψ3 drops out
  have h3 := congrArg (fun x => ⟪ψ0, x⟫_ℂ) h.order3
  simp only [inner_add_right, inner_smul_right] at h3
  rw [inner_eigen hH h.order0] at h3
  -- order 1 paired with ψ2, operators moved onto ψ2
  have h1 := congrArg (fun x => ⟪x, ψ2⟫_ℂ) h.order1
  simp only [inner_add_left, inner_smul_left, Complex.conj_ofReal] at h1
  rw [hH ψ1 ψ2, hV ψ0 ψ2] at h1
  -- order 2 projected on ψ1
  have h2 := congrArg (fun x => ⟪ψ1, x⟫_ℂ) h.order2
  simp only [inner_add_right, inner_smul_right] at h2
  have hre : ⟪ψ1, ψ0⟫_ℂ + ⟪ψ0, ψ1⟫_ℂ = 2 * ((⟪ψ0, ψ1⟫_ℂ).re : ℂ) := by
    rw [← inner_conj_symm ψ1 ψ0, add_comm, Complex.add_conj]
    simp
  -- all terms with ψ2 cancel in the combination
  simp only [shiftedForm, inner_sub_right, inner_smul_right]
  linear_combination h1 - h2 - h3 - (E2 : ℂ) * hre

/-- For unit `ψ0`, the formula `E3 = ⟨ψ1, (V - E1) ψ1⟩` holds exactly when `E2 = 0` or
`Re ⟨ψ0, ψ1⟩ = 0`. -/
theorem third_order_iff (hH : H0.IsSymmetric) (hV : V.IsSymmetric)
    (h : RSThroughThird H0 V E0 E1 E2 E3 ψ0 ψ1 ψ2 ψ3) (hn : ‖ψ0‖ = 1) :
    (E3 : ℂ) = shiftedForm V E1 ψ1 ↔ E2 = 0 ∨ (⟪ψ0, ψ1⟫_ℂ).re = 0 := by
  have h00 : ⟪ψ0, ψ0⟫_ℂ = 1 := by rw [inner_self_eq_norm_sq_to_K, hn]; simp
  have g := third_order_general hH hV h
  rw [h00] at g
  constructor
  · intro hF
    have hz : (E2 : ℂ) * ((⟪ψ0, ψ1⟫_ℂ).re : ℂ) = 0 := by
      linear_combination (1 / 2 : ℂ) * (g - hF)
    rcases mul_eq_zero.mp hz with hz | hz
    · exact Or.inl (Complex.ofReal_eq_zero.mp hz)
    · exact Or.inr (Complex.ofReal_eq_zero.mp hz)
  · rintro (hz | hz)
    · rw [hz] at g
      simpa using g
    · rw [hz] at g
      simpa using g

/-- Third-order energy from the first-order state: for Hermitian `H0`, `V`, unit `ψ0` and
`⟨ψ0, ψ1⟩ = 0`, one has `E3 = ⟨ψ1, (V - E1) ψ1⟩`. -/
theorem third_order_energy (hH : H0.IsSymmetric) (hV : V.IsSymmetric)
    (h : RSThroughThird H0 V E0 E1 E2 E3 ψ0 ψ1 ψ2 ψ3) (hn : ‖ψ0‖ = 1)
    (horth : ⟪ψ0, ψ1⟫_ℂ = 0) : (E3 : ℂ) = shiftedForm V E1 ψ1 :=
  (third_order_iff hH hV h hn).mpr (Or.inr (by rw [horth]; simp))

/-- The third-order energy in terms of `V`, `ψ0` and `ψ1` alone:
`E3 = ⟨ψ1, V ψ1⟩ - ⟨ψ0, V ψ0⟩ ⟨ψ1, ψ1⟩`. -/
theorem third_order_closed (hH : H0.IsSymmetric) (hV : V.IsSymmetric)
    (h : RSThroughThird H0 V E0 E1 E2 E3 ψ0 ψ1 ψ2 ψ3) (hn : ‖ψ0‖ = 1)
    (horth : ⟪ψ0, ψ1⟫_ℂ = 0) :
    (E3 : ℂ) = ⟪ψ1, V ψ1⟫_ℂ - ⟪ψ0, V ψ0⟫_ℂ * ⟪ψ1, ψ1⟫_ℂ := by
  rw [third_order_energy hH hV h hn horth, shiftedForm, inner_sub_right, inner_smul_right,
    first_order_energy hH h hn]

variable {ι : Type*} [Fintype ι] [DecidableEq ι]

/-- In an orthonormal eigenbasis `b` of `H0` with nondegenerate level `o` and `ψ0 = b o`, the
first-order state orthogonal to `ψ0` is `∑_{k ≠ o} V_ko / (ε_o - ε_k) b_k`. -/
theorem first_order_state (hH : H0.IsSymmetric) (b : OrthonormalBasis ι ℂ X) (ε : ι → ℝ)
    (o : ι) (hb : ∀ k, H0 (b k) = (ε k : ℂ) • b k) (hε : ∀ k, k ≠ o → ε k ≠ ε o)
    (h : RSThroughThird H0 V (ε o) E1 E2 E3 (b o) ψ1 ψ2 ψ3) (horth : ⟪b o, ψ1⟫_ℂ = 0) :
    ψ1 = ∑ k ∈ univ.erase o, (⟪b k, V (b o)⟫_ℂ / ((ε o : ℂ) - ε k)) • b k := by
  have hc : ∀ k, k ≠ o → ⟪b k, ψ1⟫_ℂ = ⟪b k, V (b o)⟫_ℂ / ((ε o : ℂ) - ε k) := by
    intro k hk
    -- order 1 projected on b k
    have h1 := congrArg (fun x => ⟪b k, x⟫_ℂ) h.order1
    simp only [inner_add_right, inner_smul_right] at h1
    have hko : ⟪b k, b o⟫_ℂ = 0 := b.orthonormal.2 hk
    rw [inner_eigen hH (hb k), hko] at h1
    have hne : (ε o : ℂ) - ε k ≠ 0 := sub_ne_zero.mpr (by exact_mod_cast (hε k hk).symm)
    rw [eq_div_iff hne]
    linear_combination -h1
  calc ψ1 = ∑ k, ⟪b k, ψ1⟫_ℂ • b k := (b.sum_repr' ψ1).symm
    _ = ∑ k ∈ univ.erase o, ⟪b k, ψ1⟫_ℂ • b k :=
        (Finset.sum_erase _ (by simp [horth])).symm
    _ = _ := Finset.sum_congr rfl fun k hk => by rw [hc k (Finset.ne_of_mem_erase hk)]

/-- Sum-over-states form for a nondegenerate level `o`:
`E3 = ∑_{k,m ≠ o} V_ok V_km V_mo / ((ε_o - ε_k)(ε_o - ε_m))
  - V_oo ∑_{k ≠ o} V_ok V_ko / (ε_o - ε_k)^2`. -/
theorem third_order_sum_over_states (hH : H0.IsSymmetric) (hV : V.IsSymmetric)
    (b : OrthonormalBasis ι ℂ X) (ε : ι → ℝ) (o : ι)
    (hb : ∀ k, H0 (b k) = (ε k : ℂ) • b k) (hε : ∀ k, k ≠ o → ε k ≠ ε o)
    (h : RSThroughThird H0 V (ε o) E1 E2 E3 (b o) ψ1 ψ2 ψ3) (horth : ⟪b o, ψ1⟫_ℂ = 0) :
    (E3 : ℂ) =
      ∑ k ∈ univ.erase o, ∑ m ∈ univ.erase o,
          ⟪b o, V (b k)⟫_ℂ * ⟪b k, V (b m)⟫_ℂ * ⟪b m, V (b o)⟫_ℂ
            / (((ε o : ℂ) - ε k) * ((ε o : ℂ) - ε m))
        - ⟪b o, V (b o)⟫_ℂ * ∑ k ∈ univ.erase o,
          ⟪b o, V (b k)⟫_ℂ * ⟪b k, V (b o)⟫_ℂ / ((ε o : ℂ) - ε k) ^ 2 := by
  have hψ := first_order_state hH b ε o hb hε h horth
  -- conjugate expansion coefficients, using V_ko* = V_ok
  have hconj : ∀ k, (starRingEnd ℂ) (⟪b k, V (b o)⟫_ℂ / ((ε o : ℂ) - ε k))
      = ⟪b o, V (b k)⟫_ℂ / ((ε o : ℂ) - ε k) := by
    intro k
    rw [map_div₀, inner_conj_symm, hV (b o) (b k), map_sub, Complex.conj_ofReal,
      Complex.conj_ofReal]
  have hA : ⟪ψ1, V ψ1⟫_ℂ = ∑ k ∈ univ.erase o, ∑ m ∈ univ.erase o,
      ⟪b o, V (b k)⟫_ℂ * ⟪b k, V (b m)⟫_ℂ * ⟪b m, V (b o)⟫_ℂ
        / (((ε o : ℂ) - ε k) * ((ε o : ℂ) - ε m)) := by
    rw [hψ, map_sum V, sum_inner]
    refine Finset.sum_congr rfl fun k _ => ?_
    rw [inner_sum]
    refine Finset.sum_congr rfl fun m _ => ?_
    rw [map_smul, inner_smul_left, inner_smul_right, hconj k, ← div_div]
    ring
  have hB : ⟪ψ1, ψ1⟫_ℂ = ∑ k ∈ univ.erase o,
      ⟪b o, V (b k)⟫_ℂ * ⟪b k, V (b o)⟫_ℂ / ((ε o : ℂ) - ε k) ^ 2 := by
    rw [hψ, b.orthonormal.inner_sum]
    refine Finset.sum_congr rfl fun k _ => ?_
    rw [hconj k, div_mul_div_comm, sq]
  rw [third_order_closed hH hV h (b.orthonormal.1 o) horth, hA, hB]

/-- The two-level state with components `a` and `c`. -/
def ket (a c : ℂ) : EuclideanSpace ℂ (Fin 2) := !₂[a, c]

/-- The two-level Hamiltonian `diag(0, 1)`. -/
def twoLevelH : EuclideanSpace ℂ (Fin 2) →ₗ[ℂ] EuclideanSpace ℂ (Fin 2) where
  toFun x := ket 0 (x 1)
  map_add' x y := by ext i; fin_cases i <;> simp [ket]
  map_smul' c x := by ext i; fin_cases i <;> simp [ket]

/-- The two-level perturbation with matrix rows `(0, 1)` and `(1, 1)`. -/
def twoLevelV : EuclideanSpace ℂ (Fin 2) →ₗ[ℂ] EuclideanSpace ℂ (Fin 2) where
  toFun x := ket (x 1) (x 0 + x 1)
  map_add' x y := by
    ext i
    fin_cases i <;> simp [ket]
    ring
  map_smul' c x := by
    ext i
    fin_cases i <;> simp [ket]
    ring

/-- The two-level system meets all hypotheses of `third_order_energy` with energies
`0, 0, -1, 1`, and `⟨ψ1, (V - E1) ψ1⟩ = 1`. -/
theorem third_order_witness :
    twoLevelH.IsSymmetric ∧ twoLevelV.IsSymmetric ∧
    RSThroughThird twoLevelH twoLevelV 0 0 (-1) 1 (ket 1 0) (ket 0 (-1)) (ket 0 1) (ket 0 0) ∧
    ‖ket 1 0‖ = 1 ∧ ⟪ket 1 0, ket 0 (-1)⟫_ℂ = 0 ∧ shiftedForm twoLevelV 0 (ket 0 (-1)) = 1 := by
  refine ⟨fun x y => ?_, fun x y => ?_, ⟨?_, ?_, ?_, ?_⟩, ?_, ?_, ?_⟩
  · simp [twoLevelH, ket, PiLp.inner_apply, Fin.sum_univ_two]
  · simp [twoLevelV, ket, PiLp.inner_apply, Fin.sum_univ_two]
    ring
  · ext i; fin_cases i <;> simp [twoLevelH, ket]
  · ext i; fin_cases i <;> simp [twoLevelH, twoLevelV, ket]
  · ext i; fin_cases i <;> simp [twoLevelH, twoLevelV, ket]
  · ext i; fin_cases i <;> simp [twoLevelH, twoLevelV, ket]
  · simp [ket, EuclideanSpace.norm_eq, Fin.sum_univ_two]
  · simp [ket, PiLp.inner_apply, Fin.sum_univ_two]
  · simp [shiftedForm, twoLevelV, ket, PiLp.inner_apply, Fin.sum_univ_two]

/-- A solution for the same two-level system with `E3 = 1` but `⟨ψ0, ψ1⟩ = 1`, for which
`⟨ψ1, (V - E1) ψ1⟩ = -1`. -/
theorem orthogonality_needed :
    RSThroughThird twoLevelH twoLevelV 0 0 (-1) 1 (ket 1 0) (ket 1 (-1)) (ket 0 0) (ket 0 1) ∧
    ⟪ket 1 0, ket 1 (-1)⟫_ℂ = 1 ∧ shiftedForm twoLevelV 0 (ket 1 (-1)) = -1 := by
  refine ⟨⟨?_, ?_, ?_, ?_⟩, ?_, ?_⟩
  · ext i; fin_cases i <;> simp [twoLevelH, ket]
  · ext i; fin_cases i <;> simp [twoLevelH, twoLevelV, ket]
  · ext i; fin_cases i <;> simp [twoLevelH, twoLevelV, ket]
  · ext i; fin_cases i <;> simp [twoLevelH, twoLevelV, ket]
  · simp [ket, PiLp.inner_apply, Fin.sum_univ_two]
  · simp [shiftedForm, twoLevelV, ket, PiLp.inner_apply, Fin.sum_univ_two]

end

end ThirdOrderEnergy
```

```lean
#print axioms ThirdOrderEnergy.third_order_energy
-- 'ThirdOrderEnergy.third_order_energy' depends on axioms: [propext, Classical.choice, Quot.sound]
#print axioms ThirdOrderEnergy.third_order_sum_over_states
-- 'ThirdOrderEnergy.third_order_sum_over_states' depends on axioms: [propext, Classical.choice, Quot.sound]
#print axioms ThirdOrderEnergy.orthogonality_needed
-- 'ThirdOrderEnergy.orthogonality_needed' depends on axioms: [propext, Classical.choice, Quot.sound]
```

## How the tactics follow the algebra

`inner_eigen` moves H0 onto an eigenvector in the bra, and `first_order_energy` uses it on the projection of (1). In `third_order_general`, each `congrArg` takes an inner product with both sides of an equation: `h3`, `h1` and `h2` are (A), (B) and (C), where `rw [hH ψ1 ψ2, hV ψ0 ψ2]` moves the operators onto ψ2. `hre` is the real-part identity, and `linear_combination h1 - h2 - h3 - (E2 : ℂ) * hre` performs (B) − (C) − (A).

`third_order_iff` sets ⟨ψ0, ψ0⟩ = 1 and splits the vanishing product E2 Re⟨ψ0, ψ1⟩ with `mul_eq_zero`. `third_order_energy` takes the second alternative, and `third_order_closed` substitutes E1. In `first_order_state`, `hc` finds each c_k and the `calc` block expands ψ1 in the basis and drops the o term. `third_order_sum_over_states` conjugates the coefficients in `hconj`, then evaluates ⟨ψ1, Vψ1⟩ in `hA` and ⟨ψ1, ψ1⟩ in `hB`.

## A two-level system with and without orthogonality

Take H0 = diag(0, 1) and V with rows (0, 1) and (1, 1). `third_order_witness` checks componentwise that E0, …, E3 = 0, 0, −1, 1 with ψ0 = (1, 0), ψ1 = (0, −1), ψ2 = (0, 1), ψ3 = (0, 0) meet every hypothesis, and that W(ψ1) = 1 = E3. Multiplying ψ(s) by 1 + s gives ψ1 = (1, −1), ψ2 = (0, 0), ψ3 = (0, 1). `orthogonality_needed` shows that these solve the equations with the same energies, while ⟨ψ0, ψ1⟩ = 1 and W(ψ1) = −1. The term −2E2 Re⟨ψ0, ψ1⟩ = 2 restores E3 = 1.
